# For Two Nonzero Spins, I₊S₊ Commutes with I_zS_z Exactly When Both Are Spins 1/2

Two weakly coupled spins 1/2 split each other's single-quantum lines into doublets. If the same pair is put into double-quantum coherence, in which both spins flip up together, that splitting is absent: the mutual coupling leaves no trace in the free evolution. Does the same happen for two deuterons, which are spins 1, or for any other pair of higher spins?

## How a joint flip changes the coupling energy

Let the spins I and S have quantum numbers j₁ and j₂, both nonzero, and let |m₁, m₂⟩ be the state with magnetic quantum numbers m₁ and m₂. In units with ħ = 1, the weak coupling is J I_zS_z, where J is an angular frequency. It is diagonal in these states:

I_zS_z |m₁, m₂⟩ = m₁m₂ |m₁, m₂⟩

The raising operator of the first spin acts as

I₊ |m₁⟩ = √(j₁(j₁ + 1) − m₁(m₁ + 1)) |m₁ + 1⟩

and S₊ acts in the same way on the second. Hence I₊S₊ raises both magnetic numbers by one, and their product changes by

(m₁ + 1)(m₂ + 1) − m₁m₂ = m₁ + m₂ + 1

Applying the two operators in both orders and subtracting gives

[I_zS_z, I₊S₊] |m₁, m₂⟩ = (m₁ + m₂ + 1) I₊S₊ |m₁, m₂⟩

The commutator therefore vanishes exactly when m₁ + m₂ + 1 = 0 for every state that I₊S₊ does not annihilate.

For two spins 1/2 there is one such state, m₁ = m₂ = −1/2, and the sum is zero. The states before and after the flip both have m₁m₂ = 1/4, so the coupling energy does not change.

For general spins, consider the transition into the top state, which starts from m₁ = j₁ − 1 and m₂ = j₂ − 1. Its amplitude is √(2j₁) √(2j₂), which is not zero, and

m₁ + m₂ + 1 = j₁ + j₂ − 1

This vanishes only if j₁ + j₂ = 1. Since each quantum number is at least 1/2, both must equal 1/2.

The evolution in time follows from the same number. With U(t) = exp(−iJt I_zS_z), the element of U(t) I₊S₊ U(−t) that starts from |m₁, m₂⟩ is the original element multiplied by

exp(−iJt(m₁ + m₂ + 1))

If J and m₁ + m₂ + 1 are both nonzero, this factor equals −1 at t = π/(J(m₁ + m₂ + 1)), so the element has changed sign. For two spins 1, the four transitions have m₁ + m₂ + 1 equal to 1, 0, 0 and −1: some elements stand still, but the operator as a whole does not.

For an isolated, weakly coupled pair that evolves freely, without pulses or relaxation, a simulation can thus omit the mutual coupling while I₊S₊ evolves if both spins are 1/2, but in general not if either is higher.

## Spin matrices and the propagator in Lean

```lean
import Mathlib

open Matrix
open scoped Kronecker

namespace DoubleQuantumCoupling

noncomputable section
```

A spin is specified by the natural number N = 2j, which covers integer and half-integer spins alike. Its N + 1 basis states are numbered k = 0, …, N from the top, so that m = N/2 − k.

```lean
/-- The magnetic quantum number of the `k`-th basis state of a spin `N/2`,
counted downwards from the top state. -/
def mag (N : ℕ) (k : Fin (N + 1)) : ℝ := (N : ℝ) / 2 - ((k : ℕ) : ℝ)

/-- The operator `I_z` of a spin `N/2`, diagonal in the magnetic basis. -/
def spinZ (N : ℕ) : Matrix (Fin (N + 1)) (Fin (N + 1)) ℂ :=
  Matrix.diagonal fun k => (mag N k : ℂ)
```

In the raising matrix the row is the final state and the column the initial one. Because the numbering runs downwards, raising m by one lowers the index by one, which is the condition `(a : ℕ) + 1 = (b : ℕ)`. The square root contains the magnetic number of the initial state `b`.

```lean
/-- The raising operator `I₊` of a spin `j = N/2`, with the standard matrix elements
`√(j(j+1) - m(m+1))` between `m` and `m + 1`. -/
def raising (N : ℕ) : Matrix (Fin (N + 1)) (Fin (N + 1)) ℂ :=
  Matrix.of fun a b => if (a : ℕ) + 1 = (b : ℕ) then
    ((√((N : ℝ) / 2 * ((N : ℝ) / 2 + 1) - mag N b * (mag N b + 1)) : ℝ) : ℂ) else 0
```

A second spin M/2 is added by the Kronecker product `⊗ₖ`. Each factor acts on its own index, so operators belonging to different spins commute by construction. A state of the pair is a pair of indices.

```lean
/-- The double-quantum operator `I₊S₊` of a spin `N/2` and a spin `M/2`. -/
def doubleQuantum (N M : ℕ) :
    Matrix (Fin (N + 1) × Fin (M + 1)) (Fin (N + 1) × Fin (M + 1)) ℂ :=
  raising N ⊗ₖ raising M

/-- The weak-coupling operator `I_zS_z` of a spin `N/2` and a spin `M/2`. -/
def coupling (N M : ℕ) :
    Matrix (Fin (N + 1) × Fin (M + 1)) (Fin (N + 1) × Fin (M + 1)) ℂ :=
  spinZ N ⊗ₖ spinZ M
```

The number that decides everything is given a name, `shift`, evaluated in the initial state `q`. It is a dimensionless change of m₁m₂, not a chemical shift.

```lean
/-- The number `m₁ + m₂ + 1`, by which the product `m₁m₂` grows when both
magnetic quantum numbers rise by one. -/
def shift (N M : ℕ) (q : Fin (N + 1) × Fin (M + 1)) : ℝ :=
  mag N q.1 + mag M q.2 + 1
```

The propagator is the matrix exponential itself, not a list of phases put in by definition. A coupling constant quoted in hertz must be multiplied by 2π before it is used as `J`. The Hamiltonian contains the weak coupling alone: Zeeman and quadrupolar terms, the flip-flop part of a strong coupling, further spins and relaxation are left out.

```lean
/-- The propagator `exp(-iJt I_zS_z)` of the weak coupling, with `J` in angular
frequency units. -/
def propagator (N M : ℕ) (J t : ℝ) :
    Matrix (Fin (N + 1) × Fin (M + 1)) (Fin (N + 1) × Fin (M + 1)) ℂ :=
  NormedSpace.exp ((-(Complex.I * (J : ℂ) * (t : ℂ))) • coupling N M)
```

## Which transitions I₊S₊ drives

The first lemma reads the index condition off a nonzero element of I₊.

```lean
variable {N M : ℕ}

/-- A nonzero matrix element of `I₊` joins neighbouring basis states. -/
theorem raising_index {a b : Fin (N + 1)} (h : raising N a b ≠ 0) :
    (a : ℕ) + 1 = (b : ℕ) := by
  by_contra hab
  exact h (by simp [raising, hab])
```

A nonzero element of I₊S₊ is a product of two nonzero factors, so the condition holds for each spin. Translated into magnetic numbers, it says that both rise by one.

```lean
/-- A nonzero matrix element of `I₊S₊` raises both magnetic quantum numbers by one. -/
theorem selection_rule {p q : Fin (N + 1) × Fin (M + 1)}
    (h : doubleQuantum N M p q ≠ 0) :
    mag N p.1 = mag N q.1 + 1 ∧ mag M p.2 = mag M q.2 + 1 := by
  change raising N p.1 q.1 * raising M p.2 q.2 ≠ 0 at h
  have h1 : ((p.1 : ℕ) : ℝ) + 1 = ((q.1 : ℕ) : ℝ) := by
    exact_mod_cast raising_index (left_ne_zero_of_mul h)
  have h2 : ((p.2 : ℕ) : ℝ) + 1 = ((q.2 : ℕ) : ℝ) := by
    exact_mod_cast raising_index (right_ne_zero_of_mul h)
  unfold mag
  constructor <;> linarith
```

The next lemma evaluates the amplitude into the top state. With m = N/2 − 1 the radicand is (N/2)(N/2 + 1) − (N/2 − 1)(N/2) = N, in agreement with √(2j) above.

```lean
/-- For a nonzero spin `N/2`, the matrix element of `I₊` into the top state is `√N`. -/
theorem raising_top (hN : 0 < N) :
    raising N 0 ⟨1, by omega⟩ = ((√(N : ℝ) : ℝ) : ℂ) := by
  have h : ((0 : Fin (N + 1)) : ℕ) + 1 = ((⟨1, by omega⟩ : Fin (N + 1)) : ℕ) := by simp
  unfold raising
  rw [Matrix.of_apply, if_pos h]
  congr 2
  simp only [mag, Nat.cast_one]
  ring
```

Now the counting argument can be stated: the shift is zero on every driven transition if and only if N = M = 1. In the forward direction, the transition into the top state gives N + M = 2, and `omega` concludes from the positivity of both numbers. In the reverse direction, the index condition leaves only the lower state of each spin 1/2 as the starting point, where the shift is −1/2 − 1/2 + 1 = 0.

```lean
/-- For two nonzero spins, the shift `m₁ + m₂ + 1` vanishes on every transition
driven by `I₊S₊` if and only if both are spins 1/2. -/
theorem shift_eq_zero_iff (hN : 0 < N) (hM : 0 < M) :
    (∀ p q, doubleQuantum N M p q ≠ 0 → shift N M q = 0) ↔ N = 1 ∧ M = 1 := by
  constructor
  · intro h
    -- test the transition into the top state of both spins
    have hne : doubleQuantum N M (0, 0) (⟨1, by omega⟩, ⟨1, by omega⟩) ≠ 0 := by
      change raising N 0 ⟨1, by omega⟩ * raising M 0 ⟨1, by omega⟩ ≠ 0
      rw [raising_top hN, raising_top hM]
      exact mul_ne_zero
        (Complex.ofReal_ne_zero.mpr (Real.sqrt_ne_zero'.mpr (by exact_mod_cast hN)))
        (Complex.ofReal_ne_zero.mpr (Real.sqrt_ne_zero'.mpr (by exact_mod_cast hM)))
    have h0 := h _ _ hne
    simp only [shift, mag, Nat.cast_one] at h0
    have h1 : (N : ℝ) + (M : ℝ) = 2 := by linarith
    have h2 : N + M = 2 := by exact_mod_cast h1
    constructor <;> omega
  · rintro ⟨rfl, rfl⟩ p q hpq
    change raising 1 p.1 q.1 * raising 1 p.2 q.2 ≠ 0 at hpq
    have h1 := raising_index (left_ne_zero_of_mul hpq)
    have h2 := raising_index (right_ne_zero_of_mul hpq)
    have a : (q.1 : ℕ) = 1 := by have := q.1.isLt; omega
    have b : (q.2 : ℕ) = 1 := by have := q.2.isLt; omega
    simp only [shift, mag, a, b]
    norm_num
```

## The commutator, element by element

Since I_zS_z is diagonal, multiplying by it from the left scales each row and from the right each column. The element from q to p of the commutator is thus the element of I₊S₊ times the difference of the two products of magnetic numbers. Where the element of I₊S₊ is zero, both sides vanish; elsewhere the selection rule turns the difference into the shift, and `ring` does the algebra.

```lean
/-- Each matrix element of the commutator `[I_zS_z, I₊S₊]` is that of `I₊S₊`
multiplied by `m₁ + m₂ + 1`, taken in the initial state. -/
theorem commutator_apply (p q : Fin (N + 1) × Fin (M + 1)) :
    (coupling N M * doubleQuantum N M - doubleQuantum N M * coupling N M) p q
      = (shift N M q : ℂ) * doubleQuantum N M p q := by
  rw [coupling, spinZ, spinZ, Matrix.diagonal_kronecker_diagonal]
  simp only [Matrix.sub_apply, Matrix.diagonal_mul, Matrix.mul_diagonal]
  by_cases h : doubleQuantum N M p q = 0
  · simp [h]
  · obtain ⟨h1, h2⟩ := selection_rule h
    rw [h1, h2, shift]
    push_cast
    ring
```

The criterion for arbitrary nonzero spins combines this formula with the counting argument. If the operators commute, the product of shift and matrix element is zero, so the shift vanishes wherever the element does not. Conversely, if the shift vanishes on all driven transitions, every element of the commutator is zero. The hypotheses `hN` and `hM` exclude spin zero: if either spin were zero, I₊S₊ would be the zero matrix and would commute with everything.

```lean
/-- For two nonzero spins, `I₊S₊` commutes with `I_zS_z` if and only if both
are spins 1/2. -/
theorem commute_iff (hN : 0 < N) (hM : 0 < M) :
    Commute (doubleQuantum N M) (coupling N M) ↔ N = 1 ∧ M = 1 := by
  rw [← shift_eq_zero_iff hN hM]
  constructor
  · intro h p q hpq
    have e := commutator_apply p q
    rw [h.eq, sub_self, Matrix.zero_apply] at e
    exact Complex.ofReal_eq_zero.mp ((mul_eq_zero.mp e.symm).resolve_right hpq)
  · intro h
    refine (sub_eq_zero.mp ?_).symm
    ext p q
    rw [commutator_apply]
    by_cases hpq : doubleQuantum N M p q = 0
    · simp [hpq]
    · simp [h p q hpq]
```

Setting M = N gives the statement for equal spins, with the conclusion written in terms of j = N/2.

```lean
/-- For two spins of equal quantum number `j = N/2 > 0`, `I₊S₊` commutes with
`I_zS_z` if and only if `j = 1/2`. -/
theorem commute_iff_spin_half (hN : 0 < N) :
    Commute (doubleQuantum N N) (coupling N N) ↔ (N : ℝ) / 2 = 1 / 2 := by
  rw [commute_iff hN hN, and_self]
  constructor
  · intro h
    rw [h, Nat.cast_one]
  · intro h
    have h1 : (N : ℝ) = 1 := by linarith
    exact_mod_cast h1
```

## The phase acquired in time

The expression `propagator N M J t * doubleQuantum N M * propagator N M J (-t)` is U(t) I₊S₊ U(−t), the way a component of the density operator evolves. The proof first shows, in `hU`, that the exponential of the diagonal coupling matrix is the diagonal matrix of the exponentials. The two phases on either side of an element then combine into one, and the selection rule reduces its exponent to the shift.

```lean
/-- Under the weak coupling, each matrix element of `I₊S₊` acquires a phase
of angular frequency `J(m₁ + m₂ + 1)`, taken in the initial state of the element. -/
theorem evolution_apply (J t : ℝ) (p q : Fin (N + 1) × Fin (M + 1)) :
    (propagator N M J t * doubleQuantum N M * propagator N M J (-t)) p q
      = Complex.exp (-(Complex.I * (J : ℂ) * (t : ℂ)) * (shift N M q : ℂ))
        * doubleQuantum N M p q := by
  -- the propagator is diagonal in the product basis
  have hU : ∀ s : ℝ, propagator N M J s = Matrix.diagonal fun r =>
      Complex.exp (-(Complex.I * (J : ℂ) * (s : ℂ)) *
        ((mag N r.1 : ℂ) * (mag M r.2 : ℂ))) := by
    intro s
    rw [propagator, coupling, spinZ, spinZ, Matrix.diagonal_kronecker_diagonal,
      ← Matrix.diagonal_smul, Matrix.exp_diagonal]
    refine congrArg Matrix.diagonal (funext fun r => ?_)
    simp only [Pi.coe_exp, Complex.exp_eq_exp_ℂ, Pi.smul_apply, smul_eq_mul]
  rw [hU, hU]
  simp only [Matrix.diagonal_mul, Matrix.mul_diagonal]
  by_cases h : doubleQuantum N M p q = 0
  · simp [h]
  · obtain ⟨h1, h2⟩ := selection_rule h
    rw [mul_right_comm, ← Complex.exp_add, h1, h2, shift]
    congr 2
    push_cast
    ring
```

The last theorem concerns all real times t. If I₊S₊ is stationary but some driven transition has a nonzero shift, the proof takes the time at which the phase factor is −1. The element then equals its own negative and must be zero, which contradicts the assumption that the transition is driven. All shifts therefore vanish, and the counting argument gives two spins 1/2. In the other direction, zero shifts make every phase factor equal to one. The hypothesis `hJ` says that there is a coupling at all; with J = 0 the operator would be stationary for every pair of spins.

```lean
/-- For two nonzero spins with coupling constant `J ≠ 0`, the operator `I₊S₊` is
stationary under their weak coupling if and only if both are spins 1/2. -/
theorem stationary_iff (hN : 0 < N) (hM : 0 < M) {J : ℝ} (hJ : J ≠ 0) :
    (∀ t : ℝ, propagator N M J t * doubleQuantum N M * propagator N M J (-t)
      = doubleQuantum N M) ↔ N = 1 ∧ M = 1 := by
  rw [← shift_eq_zero_iff hN hM]
  constructor
  · intro h p q hpq
    by_contra hc
    -- after half a period of its phase the matrix element has changed sign
    have e := congrFun (congrFun (h (Real.pi / (J * shift N M q))) p) q
    have hJ' : (J : ℂ) ≠ 0 := Complex.ofReal_ne_zero.mpr hJ
    have hc' : (shift N M q : ℂ) ≠ 0 := Complex.ofReal_ne_zero.mpr hc
    have ex : -(Complex.I * (J : ℂ) * ((Real.pi / (J * shift N M q) : ℝ) : ℂ))
        * (shift N M q : ℂ) = -((Real.pi : ℂ) * Complex.I) := by
      push_cast
      field_simp
    have hinv : (-1 : ℂ)⁻¹ = -1 := by norm_num
    rw [evolution_apply, ex, Complex.exp_neg, Complex.exp_pi_mul_I, hinv] at e
    exact hpq (by linear_combination (-1 / 2 : ℂ) * e)
  · intro h t
    ext p q
    rw [evolution_apply]
    by_cases hpq : doubleQuantum N M p q = 0
    · simp [hpq]
    · simp [h p q hpq]

end

end DoubleQuantumCoupling
```

```lean
#print axioms DoubleQuantumCoupling.commute_iff
-- 'DoubleQuantumCoupling.commute_iff' depends on axioms: [propext, Classical.choice, Quot.sound]
#print axioms DoubleQuantumCoupling.commute_iff_spin_half
-- 'DoubleQuantumCoupling.commute_iff_spin_half' depends on axioms: [propext, Classical.choice, Quot.sound]
#print axioms DoubleQuantumCoupling.stationary_iff
-- 'DoubleQuantumCoupling.stationary_iff' depends on axioms: [propext, Classical.choice, Quot.sound]
```
